# Cubic shells of s orbitals couple equally to all d orbitals exactly when $\sum d_x^4 = N/5$

Let $D$ be a finite set of $N$ unit bond directions, closed under coordinate permutations and single sign changes. The sum $\sum_{d\in D}(d^TQd)^2$ equals $c\,\mathrm{tr}(Q^2)$, with one real $c$ for every traceless symmetric $Q$, if and only if $\sum_{d\in D} d_x^4 = N/5$.

Physically, a central atom's normalised d orbital hops to identical s orbitals, all at the same distance, on the surrounding shell, and the question is whether the summed squared hopping depends on which d orbital is chosen. In a non-interacting two-centre tight-binding model with orthogonal orbitals, the summed squared hopping is the shell's contribution to the second moment of the orbital's local density of states.

## Bonds, orbitals and moments

```lean
import Mathlib

open Matrix

namespace SlaterKosterCubicShell

noncomputable section

/-- Reverses the sign of the `i`-th coordinate of a bond direction. -/
def mirror (i : Fin 3) (d : Fin 3 → ℝ) : Fin 3 → ℝ :=
  fun j => if j = i then -d j else d j
```

A vector is a function `Fin 3 → ℝ`, with components $d_0,d_1,d_2$ standing for $d_x,d_y,d_z$. `mirror i` reverses component $i$.

```lean
/-- A cubic shell: a finite set of unit bond directions closed under coordinate permutations
and single sign changes. -/
structure IsCubicShell (D : Finset (Fin 3 → ℝ)) : Prop where
  unit : ∀ d ∈ D, d ⬝ᵥ d = 1
  perm : ∀ d ∈ D, ∀ σ : Equiv.Perm (Fin 3), d ∘ σ ∈ D
  flip : ∀ d ∈ D, ∀ i, mirror i d ∈ D
```

A `Finset` is a finite set, so each direction counts once. The three fields state unit length and the two closure properties. The empty set is allowed; it satisfies both sides of the equivalence.

```lean
/-- The Slater-Koster angular factor `dᵀ Q d` of the sigma hopping along `d` between an
s orbital and the d orbital with quadrupole matrix `Q`. -/
def sdHopping (Q : Matrix (Fin 3) (Fin 3) ℝ) (d : Fin 3 → ℝ) : ℝ := d ⬝ᵥ (Q *ᵥ d)
```

This is $d^TQd$. A nonzero traceless symmetric $Q$ represents a real d orbital. A normalised Slater–Koster orbital has $\mathrm{tr}(Q^2)=3/2$; for $d_{xy}$ the factor is then $\sqrt3\,d_0d_1$. The physical hopping is this factor times $V_{sd\sigma}$. The model assumes that this integral is the same for every bond, so it multiplies every summed squared hopping by the same factor $V_{sd\sigma}^2$.

```lean
/-- The squared s-d angular factor summed over all bonds of the shell. -/
def sdWeight (D : Finset (Fin 3 → ℝ)) (Q : Matrix (Fin 3) (Fin 3) ℝ) : ℝ :=
  ∑ d ∈ D, sdHopping Q d ^ 2
```

This is $W(Q)=\sum_{d\in D}(d^TQd)^2$.

```lean
/-- The axial fourth moment of a shell, the sum of `d_x ^ 4`. -/
def axialMoment (D : Finset (Fin 3 → ℝ)) : ℝ := ∑ d ∈ D, d 0 ^ 4

/-- The mixed fourth moment of a shell, the sum of `d_x ^ 2 * d_y ^ 2`. -/
def crossMoment (D : Finset (Fin 3 → ℝ)) : ℝ := ∑ d ∈ D, d 0 ^ 2 * d 1 ^ 2
```

Write $A=\sum_{d\in D} d_0^4$ and $B=\sum_{d\in D} d_0^2d_1^2$ for these two moments.

```lean
/-- The shell couples equally to all d orbitals: its s-d weight is one constant times
`trace (Q * Q)` for every traceless symmetric `Q`. -/
def SDIsotropic (D : Finset (Fin 3 → ℝ)) : Prop :=
  ∃ c : ℝ, ∀ Q : Matrix (Fin 3) (Fin 3) ℝ, Q.IsSymm → Q.trace = 0 →
    sdWeight D Q = c * (Q * Q).trace
```

The order `∃ c`, then `∀ Q`, makes $c$ independent of the orbital.

## What cubic symmetry does to the sums

```lean
variable {D : Finset (Fin 3 → ℝ)}

/-- A sum over a cubic shell is unchanged when the coordinates are permuted. -/
theorem sum_perm (h : IsCubicShell D) (σ : Equiv.Perm (Fin 3)) (f : (Fin 3 → ℝ) → ℝ) :
    ∑ d ∈ D, f (d ∘ σ) = ∑ d ∈ D, f d :=
  Finset.sum_nbij' (fun d => d ∘ σ) (fun d => d ∘ σ.symm)
    (fun d hd => h.perm d hd σ) (fun d hd => h.perm d hd σ.symm)
    (fun d _ => by funext j; simp) (fun d _ => by funext j; simp) (fun _ _ => rfl)
```

Permuting coordinates only relabels the members of $D$, so every sum over $D$ is unchanged. Lean is given the relabelling and its inverse.

```lean
/-- A sum over a cubic shell is unchanged when one coordinate is reversed. -/
theorem sum_mirror (h : IsCubicShell D) (i : Fin 3) (f : (Fin 3 → ℝ) → ℝ) :
    ∑ d ∈ D, f (mirror i d) = ∑ d ∈ D, f d := by
  have inv : ∀ d, mirror i (mirror i d) = d := by
    intro d
    funext j
    by_cases hj : j = i <;> simp [mirror, hj]
  exact Finset.sum_nbij' (mirror i) (mirror i) (fun d hd => h.flip d hd i)
    (fun d hd => h.flip d hd i) (fun d _ => inv d) (fun d _ => inv d) (fun _ _ => rfl)
```

The same holds for a mirror, which is its own inverse.

```lean
/-- In a cubic shell the fourth moments along the three axes agree, and so do the mixed
moments of the three coordinate pairs. -/
theorem moments_eq (h : IsCubicShell D) :
    ∑ d ∈ D, d 1 ^ 4 = axialMoment D ∧ ∑ d ∈ D, d 2 ^ 4 = axialMoment D ∧
    ∑ d ∈ D, d 0 ^ 2 * d 2 ^ 2 = crossMoment D ∧
    ∑ d ∈ D, d 1 ^ 2 * d 2 ^ 2 = crossMoment D := by
  refine ⟨sum_perm h (Equiv.swap 0 1) (fun d => d 0 ^ 4),
    sum_perm h (Equiv.swap 0 2) (fun d => d 0 ^ 4),
    sum_perm h (Equiv.swap 1 2) (fun d => d 0 ^ 2 * d 1 ^ 2), ?_⟩
  rw [crossMoment, ← sum_perm h (Equiv.swap 0 2) (fun d => d 0 ^ 2 * d 1 ^ 2)]
  exact Finset.sum_congr rfl fun d _ => mul_comm (d 1 ^ 2) (d 2 ^ 2)
```

Swapping axes therefore gives $\sum d_i^4=A$ for every $i$, and $\sum d_i^2d_j^2=B$ for every pair $i\ne j$.

```lean
/-- For a cubic shell, three axial plus six mixed fourth moments give the number of bonds. -/
theorem moment_sum_rule (h : IsCubicShell D) :
    3 * axialMoment D + 6 * crossMoment D = (D.card : ℝ) := by
  obtain ⟨a1, a2, b1, b2⟩ := moments_eq h
  have total : ∑ d ∈ D, (d 0 ^ 4 + d 1 ^ 4 + d 2 ^ 4 + 2 * (d 0 ^ 2 * d 1 ^ 2)
      + 2 * (d 0 ^ 2 * d 2 ^ 2) + 2 * (d 1 ^ 2 * d 2 ^ 2)) = ∑ d ∈ D, (1 : ℝ) := by
    refine Finset.sum_congr rfl fun d hd => ?_
    have hu := h.unit d hd
    simp only [dotProduct, Fin.sum_univ_three] at hu
    linear_combination (d 0 * d 0 + d 1 * d 1 + d 2 * d 2 + 1) * hu
  simp only [Finset.sum_add_distrib, ← Finset.mul_sum, Finset.sum_const, nsmul_eq_mul,
    mul_one, a1, a2, b1, b2] at total
  unfold axialMoment crossMoment at *
  linarith
```

Square the normalisation condition:
$$1=(d_0^2+d_1^2+d_2^2)^2=\sum_i d_i^4+2\sum_{i<j}d_i^2d_j^2.$$
Summing over $D$ gives $3A+6B=N$. Here `D.card` is $N$, and `linear_combination` verifies the squared identity for each bond.

```lean
/-- For a traceless symmetric `Q`, the s-d weight of a cubic shell splits into a part from the
diagonal entries of `Q` and a part from the off-diagonal ones. -/
theorem sdWeight_eq (h : IsCubicShell D) {Q : Matrix (Fin 3) (Fin 3) ℝ}
    (hQ : Q.IsSymm) (ht : Q.trace = 0) :
    sdWeight D Q =
      (axialMoment D - crossMoment D) * (Q 0 0 ^ 2 + Q 1 1 ^ 2 + Q 2 2 ^ 2)
      + 4 * crossMoment D * (Q 0 1 ^ 2 + Q 0 2 ^ 2 + Q 1 2 ^ 2) := by
  obtain ⟨a1, a2, b1, b2⟩ := moments_eq h
  have m0 : ∀ d, mirror 0 d 0 = -d 0 ∧ mirror 0 d 1 = d 1 ∧ mirror 0 d 2 = d 2 := by
    intro d; simp [mirror]
  have m1 : ∀ d, mirror 1 d 0 = d 0 ∧ mirror 1 d 1 = -d 1 ∧ mirror 1 d 2 = d 2 := by
    intro d; simp [mirror]
  have s0 := sum_mirror h 0 (fun d => sdHopping Q d ^ 2)
  have s1 := sum_mirror h 1 (fun d => sdHopping Q d ^ 2)
  have s01 := sum_mirror h 0 (fun d => sdHopping Q (mirror 1 d) ^ 2)
  -- averaging over two mirrors removes every monomial with an odd power
  have total : ∑ d ∈ D, (sdHopping Q d ^ 2 + sdHopping Q (mirror 0 d) ^ 2
      + sdHopping Q (mirror 1 d) ^ 2 + sdHopping Q (mirror 1 (mirror 0 d)) ^ 2)
      = ∑ d ∈ D, 4 * (Q 0 0 ^ 2 * d 0 ^ 4 + Q 1 1 ^ 2 * d 1 ^ 4 + Q 2 2 ^ 2 * d 2 ^ 4
        + (2 * Q 0 0 * Q 1 1 + 4 * Q 0 1 ^ 2) * (d 0 ^ 2 * d 1 ^ 2)
        + (2 * Q 0 0 * Q 2 2 + 4 * Q 0 2 ^ 2) * (d 0 ^ 2 * d 2 ^ 2)
        + (2 * Q 1 1 * Q 2 2 + 4 * Q 1 2 ^ 2) * (d 1 ^ 2 * d 2 ^ 2)) := by
    refine Finset.sum_congr rfl fun d _ => ?_
    simp only [sdHopping, dotProduct, Matrix.mulVec, Fin.sum_univ_three, m0, m1,
      hQ.apply 0 1, hQ.apply 0 2, hQ.apply 1 2]
    ring
  simp only [Finset.sum_add_distrib, ← Finset.mul_sum, a1, a2, b1, b2] at total
  simp only [Matrix.trace, Matrix.diag_apply, Fin.sum_univ_three] at ht
  unfold sdWeight axialMoment crossMoment at *
  linear_combination total / 4 - s0 / 4 - s1 / 2 - s01 / 4
    + (∑ d ∈ D, d 0 ^ 2 * d 1 ^ 2) * (Q 0 0 + Q 1 1 + Q 2 2) * ht
```

By hand, start from
$$d^TQd=\sum_i Q_{ii}d_i^2+2\sum_{i<j}Q_{ij}d_id_j.$$
After squaring, any monomial with an odd power is odd in $d_0$ or $d_1$, so averaging over those two mirrors removes it. What remains is
$$W=A\sum_i Q_{ii}^2+2B\sum_{i<j}Q_{ii}Q_{jj}+4B\sum_{i<j}Q_{ij}^2.$$
Since the trace vanishes, $2\sum_{i<j}Q_{ii}Q_{jj}=-\sum_iQ_{ii}^2$, and hence
$$W=(A-B)\sum_iQ_{ii}^2+4B\sum_{i<j}Q_{ij}^2.$$
The first term belongs to the $e_g$ orbitals, the second to $t_{2g}$. In Lean, `total` adds the four mirror images, `s0`, `s1` and `s01` say that their sums agree, and `ht` supplies the zero trace.

```lean
/-- For symmetric `Q`, `trace (Q * Q)` is the sum of the squares of all entries. -/
theorem trace_sq {Q : Matrix (Fin 3) (Fin 3) ℝ} (hQ : Q.IsSymm) :
    (Q * Q).trace = Q 0 0 ^ 2 + Q 1 1 ^ 2 + Q 2 2 ^ 2
      + 2 * (Q 0 1 ^ 2 + Q 0 2 ^ 2 + Q 1 2 ^ 2) := by
  simp only [Matrix.trace, Matrix.diag_apply, Matrix.mul_apply, Fin.sum_univ_three,
    hQ.apply 0 1, hQ.apply 0 2, hQ.apply 1 2]
  ring
```

For symmetric $Q$, $\mathrm{tr}(Q^2)=\sum_iQ_{ii}^2+2\sum_{i<j}Q_{ij}^2$.

## The condition for equal coupling

```lean
/-- A cubic shell of `N` bonds couples equally to all d orbitals if and only if the sum of
`d_x ^ 4` is `N / 5`. -/
theorem sdIsotropic_iff (h : IsCubicShell D) :
    SDIsotropic D ↔ axialMoment D = (D.card : ℝ) / 5 := by
  have hN := moment_sum_rule h
  constructor
  · rintro ⟨c, hc⟩
    -- one diagonal and one off-diagonal test orbital
    have q1 : (!![1, 0, 0; 0, -1, 0; 0, 0, 0] : Matrix (Fin 3) (Fin 3) ℝ).IsSymm :=
      Matrix.IsSymm.ext (by intro i j; fin_cases i <;> fin_cases j <;> rfl)
    have q2 : (!![0, 1, 0; 1, 0, 0; 0, 0, 0] : Matrix (Fin 3) (Fin 3) ℝ).IsSymm :=
      Matrix.IsSymm.ext (by intro i j; fin_cases i <;> fin_cases j <;> rfl)
    have t1 : (!![1, 0, 0; 0, -1, 0; 0, 0, 0] : Matrix (Fin 3) (Fin 3) ℝ).trace = 0 := by
      simp [Matrix.trace, Fin.sum_univ_three]
    have t2 : (!![0, 1, 0; 1, 0, 0; 0, 0, 0] : Matrix (Fin 3) (Fin 3) ℝ).trace = 0 := by
      simp [Matrix.trace, Fin.sum_univ_three]
    have e1 := hc _ q1 t1
    have e2 := hc _ q2 t2
    rw [sdWeight_eq h q1 t1, trace_sq q1] at e1
    rw [sdWeight_eq h q2 t2, trace_sq q2] at e2
    simp [-mul_eq_mul_right_iff, -mul_eq_mul_left_iff] at e1 e2
    linarith
  · intro hA
    refine ⟨2 * (D.card : ℝ) / 15, fun Q hQ ht => ?_⟩
    have hB : crossMoment D = (D.card : ℝ) / 15 := by linarith
    rw [sdWeight_eq h hQ ht, trace_sq hQ, hA, hB]
    ring
```

Suppose the shell is isotropic. The test orbital $\mathrm{diag}(1,-1,0)$ gives $2(A-B)=2c$. The one with $Q_{01}=Q_{10}=1$ and zeros elsewhere gives $4B=2c$. So $A=3B$, and the sum rule becomes $5A=N$.

Conversely, $A=N/5$ gives $B=N/15$. Then $A-B=2N/15$ and $4B=4N/15$, so $W=\frac{2N}{15}\mathrm{tr}(Q^2)$. For a normalised orbital this is $N/5$.

## Shells generated from one direction

```lean
/-- The shell generated from one direction `v` by all coordinate permutations and sign
changes. -/
def cubicOrbit (v : Fin 3 → ℝ) : Finset (Fin 3 → ℝ) :=
  Finset.univ.image (fun g : Equiv.Perm (Fin 3) × (Fin 3 → Bool) =>
    fun i => if g.2 i then -v (g.1 i) else v (g.1 i))
```

Each pair `g` holds a permutation and three sign choices. Coinciding images are merged.

```lean
/-- The shell generated from a unit vector is a cubic shell. -/
theorem cubicOrbit_isCubicShell {v : Fin 3 → ℝ} (hv : v ⬝ᵥ v = 1) :
    IsCubicShell (cubicOrbit v) := by
  refine ⟨fun d hd => ?_, fun d hd τ => ?_, fun d hd i => ?_⟩ <;>
    obtain ⟨g, -, rfl⟩ := Finset.mem_image.mp hd
  · simp only [dotProduct]
    calc _ = ∑ i, v (g.1 i) * v (g.1 i) :=
          Finset.sum_congr rfl fun i _ => by cases hb : g.2 i <;> simp
      _ = ∑ i, v i * v i := Equiv.sum_comp g.1 (fun i => v i * v i)
      _ = 1 := hv
  · exact Finset.mem_image.mpr ⟨(τ.trans g.1, g.2 ∘ τ), Finset.mem_univ _, rfl⟩
  · refine Finset.mem_image.mpr
      ⟨(g.1, fun j => if j = i then !g.2 j else g.2 j), Finset.mem_univ _, ?_⟩
    funext j
    by_cases hj : j = i
    · subst hj
      cases hb : g.2 j <;> simp [mirror, hb]
    · simp [mirror, hj]
```

Squares ignore signs and their sum ignores order, so unit length survives. A further permutation or sign change gives another allowed pair.

```lean
/-- The shell generated from a unit vector `v` couples equally to all d orbitals if and only if
the fourth powers of the components of `v` sum to `3 / 5`. -/
theorem cubicOrbit_isotropic_iff {v : Fin 3 → ℝ} (hv : v ⬝ᵥ v = 1) :
    SDIsotropic (cubicOrbit v) ↔ ∑ i, v i ^ 4 = 3 / 5 := by
  have h := cubicOrbit_isCubicShell hv
  obtain ⟨a1, a2, -, -⟩ := moments_eq h
  have hpos : (0 : ℝ) < (cubicOrbit v).card := by
    exact_mod_cast Finset.card_pos.mpr (Finset.univ_nonempty.image _)
  -- every direction of the shell has the same sum of fourth powers
  have total : ∑ d ∈ cubicOrbit v, (d 0 ^ 4 + d 1 ^ 4 + d 2 ^ 4)
      = ∑ d ∈ cubicOrbit v, ∑ i, v i ^ 4 := by
    refine Finset.sum_congr rfl fun d hd => ?_
    obtain ⟨g, -, rfl⟩ := Finset.mem_image.mp hd
    rw [← Equiv.sum_comp g.1 (fun i => v i ^ 4), Fin.sum_univ_three]
    have e : ∀ i, (if g.2 i then -v (g.1 i) else v (g.1 i)) ^ 4 = v (g.1 i) ^ 4 := by
      intro i
      split_ifs <;> ring
    simp only [e]
  rw [Finset.sum_const, nsmul_eq_mul, Finset.sum_add_distrib, Finset.sum_add_distrib,
    a1, a2] at total
  change axialMoment (cubicOrbit v) + _ + _ = _ at total
  rw [sdIsotropic_iff h]
  constructor
  · intro hA
    apply mul_left_cancel₀ hpos.ne'
    linarith
  · intro hq
    rw [hq] at total
    linarith
```

Every direction in the shell has the same $s=\sum_i v_i^4$. Summing over the shell gives $3A=Ns$. Since $N>0$, $A=N/5$ is equivalent to $s=3/5$.

```lean
/-- The shell generated from `(0, √((5 + √5)/10), √((5 - √5)/10))` couples equally to all
d orbitals; the octahedral shell generated from `(0, 0, 1)` does not. -/
theorem isotropic_witness :
    SDIsotropic (cubicOrbit ![0, √((5 + √5) / 10), √((5 - √5) / 10)]) ∧
    ¬ SDIsotropic (cubicOrbit ![0, 0, 1]) := by
  have h5 : √(5 : ℝ) ^ 2 = 5 := Real.sq_sqrt (by norm_num)
  have h0 := Real.sqrt_nonneg (5 : ℝ)
  have hle : √(5 : ℝ) ≤ 5 := by nlinarith
  have key : ∀ a b : ℝ, a ^ 2 = (5 + √5) / 10 → b ^ 2 = (5 - √5) / 10 →
      SDIsotropic (cubicOrbit ![0, a, b]) := by
    intro a b ha hb
    have hv : ![0, a, b] ⬝ᵥ ![0, a, b] = 1 := by
      simp [dotProduct, Fin.sum_univ_three]
      linear_combination ha + hb
    rw [cubicOrbit_isotropic_iff hv]
    simp [Fin.sum_univ_three]
    linear_combination (a ^ 2 + (5 + √5) / 10) * ha + (b ^ 2 + (5 - √5) / 10) * hb + h5 / 50
  refine ⟨key _ _ (Real.sq_sqrt (by linarith)) (Real.sq_sqrt (by linarith)), ?_⟩
  have hv : (![0, 0, 1] : Fin 3 → ℝ) ⬝ᵥ ![0, 0, 1] = 1 := by
    simp [dotProduct, Fin.sum_univ_three]
  rw [cubicOrbit_isotropic_iff hv]
  rw [Fin.sum_univ_three]
  change ¬ ((0 : ℝ) ^ 4 + (0 : ℝ) ^ 4 + (1 : ℝ) ^ 4 = 3 / 5)
  norm_num

end

end SlaterKosterCubicShell
```

For the first vector, the nonzero squared components add to $1$ and have product $1/5$, so $s=1-2/5=3/5$. For the octahedral shell $s=1$. Its six bonds have $A=2$ and $B=0$, so they couple to $e_g$ and leave $t_{2g}$ uncoupled.

```lean
#print axioms SlaterKosterCubicShell.cubicOrbit_isotropic_iff
```

```
'SlaterKosterCubicShell.cubicOrbit_isotropic_iff' depends on axioms: [propext, Classical.choice, Quot.sound]
```
